# Orbital leakage and density-operator error bounded by truncation error over gap

A linear-scaling electronic-structure calculation may discard small Hamiltonian matrix elements. The occupied orbitals of the truncated Hamiltonian can then contain some admixture of the virtual states of the full one. How large can it be, and how far does it shift the density operator? Let both Hamiltonians have the same number of occupied orbitals. If the occupied orbital energies of the truncated Hamiltonian stay at least a distance $g>0$ from the full virtual levels, both errors are controlled by the truncation error acting on the orbitals, divided by $g$.

Write $H$ for the full Hamiltonian and $H+E$ for the truncated one. Here $E$ is the error, not an energy.

## Weights and density operators

```lean
import Mathlib

open Finset

namespace TruncationErrorBounds

noncomputable section

variable {𝕜 V ι κ : Type*} [RCLike 𝕜] [NormedAddCommGroup V] [InnerProductSpace 𝕜 V]

variable (𝕜) in
/-- The weight of the vector `v` on the states `u i` with `i` in `s`: the sum of the squared
moduli of the overlaps. -/
def leakage (u : ι → V) (s : Finset ι) (v : V) : ℝ :=
  ∑ i ∈ s, ‖inner 𝕜 (u i) v‖ ^ 2
```

`𝕜` stands for the real or complex numbers, and `V` is an inner-product space, not a potential. For states $u_i$ and a finite set $s$ of labels, `leakage` is

$$W_s(v)=\sum_{i\in s}|\langle u_i,v\rangle|^2 .$$

The name suggests virtual states, but the definition accepts any set.

```lean
variable (𝕜) in
/-- The one-particle density operator of the orbitals `w j` with `j` in `t`, applied to `x`:
the sum of the terms `|w j⟩⟨w j|x⟩`. -/
def density (w : κ → V) (t : Finset κ) (x : V) : V :=
  ∑ j ∈ t, inner 𝕜 (w j) x • w j
```

`density` is the one-particle operator $\sum_{j\in t}|w_j\rangle\langle w_j|$ applied to a vector $x$, not the electron density in space.

## One orbital

```lean
/-- For a symmetric `H` with eigenvector `u` of energy `e`, and an eigenvector `v` of `H + E`
with eigenvalue `b`, the overlap of `u` and `v` times `b - e` is the matrix element of the
error `E` between them. -/
theorem gap_mul_overlap {H E : V →ₗ[𝕜] V} (hH : H.IsSymmetric) {u v : V} {e : ℝ} {b : 𝕜}
    (hu : H u = (e : 𝕜) • u) (hv : (H + E) v = b • v) :
    (b - (e : 𝕜)) * inner 𝕜 u v = inner 𝕜 u (E v) := by
  -- let `H` act to the left on its eigenvector
  have h1 : inner 𝕜 u (H v) = (e : 𝕜) * inner 𝕜 u v := by
    rw [← hH u v, hu, inner_smul_left, RCLike.conj_ofReal]
  have h2 : inner 𝕜 u (H v) + inner 𝕜 u (E v) = b * inner 𝕜 u v := by
    rw [← inner_add_right, ← LinearMap.add_apply, hv, inner_smul_right]
  linear_combination h1 - h2
```

In a Lean theorem the hypotheses stand in brackets before the colon that introduces the claim, and the proof follows `:= by`. Here $Hu=eu$ with $e$ real, and $(H+E)v=bv$. Taking the inner product of the second equation with $u$ gives

$$\langle u,Hv\rangle+\langle u,Ev\rangle=b\langle u,v\rangle .$$

This is `h2`. Symmetry gives $\langle u,Hv\rangle=e\langle u,v\rangle$, which is `h1`. Subtracting, as `linear_combination` does, leaves $(b-e)\langle u,v\rangle=\langle u,Ev\rangle$.

```lean
/-- Let `v` be an eigenvector of `H + E` with eigenvalue `b`, where `H` is symmetric. Its weight
on orthonormal eigenstates of `H` whose energies lie at least `g > 0` away from `b` is at most
`‖E v‖² / g²`. -/
theorem leakage_le {H E : V →ₗ[𝕜] V} (hH : H.IsSymmetric) {u : ι → V}
    (hon : Orthonormal 𝕜 u) {s : Finset ι} {e : ι → ℝ} {v : V} {b : 𝕜} {g : ℝ} (hg : 0 < g)
    (hu : ∀ i ∈ s, H (u i) = (e i : 𝕜) • u i) (hv : (H + E) v = b • v)
    (hgap : ∀ i ∈ s, g ≤ ‖(e i : 𝕜) - b‖) :
    leakage 𝕜 u s v ≤ ‖E v‖ ^ 2 / g ^ 2 := by
  rw [leakage, le_div_iff₀ (by positivity), Finset.sum_mul]
  calc ∑ i ∈ s, ‖inner 𝕜 (u i) v‖ ^ 2 * g ^ 2
      ≤ ∑ i ∈ s, ‖inner 𝕜 (u i) (E v)‖ ^ 2 := by
        refine Finset.sum_le_sum fun i hi => ?_
        have h := hgap i hi
        rw [← gap_mul_overlap hH (hu i hi) hv, norm_mul, mul_pow, norm_sub_rev b,
          mul_comm (‖(e i : 𝕜) - b‖ ^ 2)]
        gcongr
    -- Bessel's inequality for the vector `E v`
    _ ≤ ‖E v‖ ^ 2 := Orthonormal.sum_inner_products_le (x := E v) hon
```

Now let the $u_i$ be orthonormal, with energies $e_i$ satisfying $|e_i-b|\ge g$ for $i\in s$. Then

$$g^2W_s(v)\le\sum_{i\in s}|b-e_i|^2|\langle u_i,v\rangle|^2=\sum_{i\in s}|\langle u_i,Ev\rangle|^2\le\|Ev\|^2 .$$

The `calc` block follows this chain: `gcongr` inserts the gap term by term, and the last step is Bessel's inequality. The set $s$ need not be complete, $E$ may be any linear map, and $v$ need not be normalised. In the limiting case $Ev=0$, the vector $v$ has no weight on $s$ at all.

## All occupied orbitals

```lean
/-- For orthonormal orbitals, the squared norm of the density operator applied to `x` is the
weight of `x` on the orbitals. -/
theorem norm_density_sq {w : κ → V} (hw : Orthonormal 𝕜 w) (t : Finset κ) (x : V) :
    ‖density 𝕜 w t x‖ ^ 2 = leakage 𝕜 w t x := by
  have h : ((‖density 𝕜 w t x‖ ^ 2 : ℝ) : 𝕜) = ((leakage 𝕜 w t x : ℝ) : 𝕜) := by
    rw [RCLike.ofReal_pow, ← inner_self_eq_norm_sq_to_K, density, hw.inner_sum, leakage,
      RCLike.ofReal_sum]
    refine Finset.sum_congr rfl fun j _ => ?_
    rw [RCLike.conj_mul, RCLike.ofReal_pow]
  exact RCLike.ofReal_injective h
```

For orthonormal $w_j$, let $Px=\sum_{j\in t}\langle w_j,x\rangle w_j$. The cross terms vanish, so $\|Px\|^2=\sum_{j\in t}|\langle w_j,x\rangle|^2$. Lean proves the equality in `𝕜` and then returns to the reals.

```lean
/-- For orthonormal orbitals, the part of `x` left over by the density operator has squared norm
`‖x‖²` minus the weight of `x` on the orbitals. -/
theorem norm_sub_density_sq {w : κ → V} (hw : Orthonormal 𝕜 w) (t : Finset κ) (x : V) :
    ‖x - density 𝕜 w t x‖ ^ 2 = ‖x‖ ^ 2 - leakage 𝕜 w t x := by
  have h : inner 𝕜 x (density 𝕜 w t x) = ((leakage 𝕜 w t x : ℝ) : 𝕜) := by
    rw [density, inner_sum, leakage, RCLike.ofReal_sum]
    refine Finset.sum_congr rfl fun j _ => ?_
    rw [inner_smul_right, ← inner_conj_symm x (w j), RCLike.mul_conj, RCLike.ofReal_pow]
  rw [norm_sub_sq (𝕜 := 𝕜), h, RCLike.ofReal_re, norm_density_sq hw]
  ring
```

Since $\langle x,Px\rangle$ is this same weight, expanding the square gives

$$\|x-Px\|^2=\|x\|^2-2\langle x,Px\rangle+\|Px\|^2=\|x\|^2-\|Px\|^2 .$$

```lean
variable [Fintype ι] [DecidableEq ι] [Fintype κ]

/-- Compare the density operator of the basis states in `s` with that of equally many orthonormal
orbitals `v j`. Their squared Frobenius distance is twice the total weight of the `v j` on the
basis states outside `s`. -/
theorem density_error_eq (u : OrthonormalBasis ι 𝕜 V) (s : Finset ι) {v : κ → V}
    (hv : Orthonormal 𝕜 v) (hN : s.card = Fintype.card κ) :
    ∑ i, ‖density 𝕜 (⇑u) s (u i) - density 𝕜 v univ (u i)‖ ^ 2
      = 2 * ∑ j, leakage 𝕜 (⇑u) sᶜ (v j) := by
  have hD : ∀ i, density 𝕜 (⇑u) s (u i) = if i ∈ s then u i else 0 := by
    intro i
    simp [density, orthonormal_iff_ite.mp u.orthonormal, ite_smul]
  -- occupied states contribute what they lose, virtual states what they gain
  have hocc : ∑ i ∈ s, ‖density 𝕜 (⇑u) s (u i) - density 𝕜 v univ (u i)‖ ^ 2
      = s.card - ∑ i ∈ s, leakage 𝕜 v univ (u i) := by
    have h : ∀ i ∈ s, ‖density 𝕜 (⇑u) s (u i) - density 𝕜 v univ (u i)‖ ^ 2
        = 1 - leakage 𝕜 v univ (u i) := by
      intro i hi
      rw [hD, if_pos hi, norm_sub_density_sq hv, u.orthonormal.1 i, one_pow]
    rw [Finset.sum_congr rfl h, Finset.sum_sub_distrib]
    simp
  have hvirt : ∑ i ∈ sᶜ, ‖density 𝕜 (⇑u) s (u i) - density 𝕜 v univ (u i)‖ ^ 2
      = ∑ i ∈ sᶜ, leakage 𝕜 v univ (u i) := by
    refine Finset.sum_congr rfl fun i hi => ?_
    rw [hD, if_neg (Finset.mem_compl.mp hi), zero_sub, norm_neg, norm_density_sq hv]
  have hswap : ∀ t : Finset ι, ∑ i ∈ t, leakage 𝕜 v univ (u i)
      = ∑ j, leakage 𝕜 (⇑u) t (v j) := by
    intro t
    simp only [leakage]
    rw [Finset.sum_comm]
    exact Finset.sum_congr rfl fun j _ => Finset.sum_congr rfl fun i _ => by
      rw [norm_inner_symm]
  -- the total weight is the number of orbitals
  have htot : ∑ i, leakage 𝕜 v univ (u i) = s.card := by
    rw [hswap, hN]
    simp [leakage, u.sum_sq_norm_inner_right, hv.1]
  rw [← Finset.sum_add_sum_compl s] at htot
  rw [← Finset.sum_add_sum_compl s, hocc, hvirt, ← hswap]
  linarith
```

Now $u$ is a full orthonormal basis, so the space is finite-dimensional. Let $D$ project on the $N$ basis states in $s$, and $P$ on $N$ orthonormal orbitals $v_j$. The left side of the claim is the squared Frobenius norm of $D-P$.

A state in $s$ contributes $1-\|Pu_i\|^2$ (`hocc`), and one outside contributes $\|Pu_i\|^2$ (`hvirt`). Exchanging the sums (`hswap`) gives $\sum_i\|Pu_i\|^2=\sum_j\|v_j\|^2=N$ (`htot`). Hence

$$N-\sum_{i\in s}\|Pu_i\|^2+\sum_{i\notin s}\|Pu_i\|^2=2\sum_{i\notin s}\|Pu_i\|^2=2\sum_jW_{s^c}(v_j),$$

where $s^c$ is the complement of $s$.

The Frobenius norm is the same in every orthonormal basis, so the result also holds for the matrices of $D$ and $P$ in an orthonormal working basis, with the squared moduli of all elements of their difference summed.

```lean
/-- Let `H` be symmetric with eigenbasis `u` and occupied set `s`, and let `v j` be equally many
orthonormal eigenvectors of `H + E`. If their eigenvalues lie at least `g > 0` away from the
energies of `H` outside `s`, the squared Frobenius error of the density operator is at most
`2 ∑ ‖E (v j)‖² / g²`. -/
theorem density_error_le {H E : V →ₗ[𝕜] V} (hH : H.IsSymmetric) (u : OrthonormalBasis ι 𝕜 V)
    (s : Finset ι) {e : ι → ℝ} {v : κ → V} {b : κ → 𝕜} {g : ℝ} (hg : 0 < g)
    (hu : ∀ i ∉ s, H (u i) = (e i : 𝕜) • u i) (hon : Orthonormal 𝕜 v)
    (hN : s.card = Fintype.card κ) (hv : ∀ j, (H + E) (v j) = b j • v j)
    (hgap : ∀ i ∉ s, ∀ j, g ≤ ‖(e i : 𝕜) - b j‖) :
    ∑ i, ‖density 𝕜 (⇑u) s (u i) - density 𝕜 v univ (u i)‖ ^ 2
      ≤ 2 * ((∑ j, ‖E (v j)‖ ^ 2) / g ^ 2) := by
  rw [density_error_eq u s hon hN, Finset.sum_div]
  refine mul_le_mul_of_nonneg_left (Finset.sum_le_sum fun j _ => ?_) (by norm_num)
  exact leakage_le hH u.orthonormal hg (fun i hi => hu i (Finset.mem_compl.mp hi)) (hv j)
    (fun i hi => hgap i (Finset.mem_compl.mp hi) j)
```

Applying the one-orbital bound to each $v_j$, with eigenvalue $b_j$, gives

$$\|D-P\|_F^2\le\frac{2}{g^2}\sum_j\|Ev_j\|^2 .$$

The gap is a mixed one, between virtual levels of $H$ and orbital energies of $H+E$; it is assumed, and need not equal the HOMO–LUMO gap of either. For a finite one-particle model with a fixed Hamiltonian and an orthonormal basis, this bounds the density-matrix error from truncating the Hamiltonian once and then solving exactly. Purification that also truncates its intermediate matrices adds errors that $E$ does not describe.

## Two levels that attain the orbital bound

```lean
/-- The real two-level operator with diagonal elements `a`, `d` and coupling `c`. -/
def twoLevel (a c d : ℝ) : EuclideanSpace ℝ (Fin 2) →ₗ[ℝ] EuclideanSpace ℝ (Fin 2) where
  toFun x := !₂[a * x 0 + c * x 1, c * x 0 + d * x 1]
  map_add' x y := by
    ext i
    fin_cases i <;> simp <;> ring
  map_smul' r x := by
    ext i
    fin_cases i <;> simp <;> ring
```

This is the real symmetric matrix with diagonal $a,d$ and coupling $c$.

```lean
/-- Two levels with energies `0` and `g > 0`, and a symmetric error that makes `(1, 1)` an
eigenvector with eigenvalue `0`: its weight on the upper level equals `‖E v‖² / g²`. -/
theorem leakage_le_witness {g : ℝ} (hg : 0 < g) :
    (twoLevel 0 0 g).IsSymmetric ∧ (twoLevel g (-g) 0).IsSymmetric ∧
    twoLevel 0 0 g (EuclideanSpace.single 1 1) = g • EuclideanSpace.single 1 1 ∧
    (twoLevel 0 0 g + twoLevel g (-g) 0) !₂[1, 1] = (0 : ℝ) • !₂[1, 1] ∧
    leakage ℝ (fun i : Fin 2 => EuclideanSpace.single i (1 : ℝ)) {1} !₂[1, 1]
      = ‖twoLevel g (-g) 0 !₂[1, 1]‖ ^ 2 / g ^ 2 := by
  have hsym : ∀ a c d : ℝ, (twoLevel a c d).IsSymmetric := by
    intro a c d x y
    simp only [twoLevel, LinearMap.coe_mk, AddHom.coe_mk, PiLp.inner_apply, Fin.sum_univ_two]
    simp
    ring
  refine ⟨hsym _ _ _, hsym _ _ _, ?_, ?_, ?_⟩
  · ext i
    fin_cases i <;> simp [twoLevel]
  · ext i
    fin_cases i <;> simp [twoLevel]
  · have hg' : g ≠ 0 := hg.ne'
    simp [leakage, twoLevel, EuclideanSpace.norm_sq_eq, Fin.sum_univ_two,
      EuclideanSpace.inner_single_left, hg']

end

end TruncationErrorBounds
```

Take levels $0$ and $g$, and

$$E=\begin{pmatrix}g&-g\\-g&0\end{pmatrix},\qquad v=(1,1).$$

Then $(H+E)v=0$ and $Ev=(0,-g)$, so the upper-level weight and $\|Ev\|^2/g^2$ both equal $1$. For the normalised vector $v/\sqrt2$ both are $1/2$. The one-orbital bound is therefore attained for every $g>0$, here by an error whose nonzero matrix elements are as large as the gap itself. In the proof, `hsym` checks symmetry and the remaining claims are computed by components.

```lean
#print axioms TruncationErrorBounds.density_error_le
```

```
'TruncationErrorBounds.density_error_le' depends on axioms: [propext, Classical.choice, Quot.sound]
```
